# The undamped Ernzerhof–Perdew hole: on-top limit $4A^2/9-AD+B$ and tail $-9/(4y^4)$

Take $A=9/4$ and keep only the terms with $A$ in the Ernzerhof–Perdew form of the exchange hole:

$$J(y)=\frac94\left[-\frac{1}{y^2(1+y^2)}+\frac{e^{-Dy^2}}{y^2}\right],\qquad D>0 .$$

Both terms diverge as $y\to0$. Since $\frac{1}{y^2(1+y^2)}=\frac1{y^2}-\frac1{1+y^2}$, the divergences combine:

$$J(y)=\frac94\left[\frac{e^{-Dy^2}-1}{y^2}+\frac1{1+y^2}\right]\;\longrightarrow\;\frac94(1-D).$$

At large $y$ the Gaussian term is negligible, and $y^4J(y)$ approaches $-\frac94\,\frac{y^2}{1+y^2}\to-\frac94$. This reduced form only illustrates the algebra and is not offered as a physical hole: for $D<1$ its on-top value is positive, whereas an exchange hole is never positive. The limits for general parameters are found in the same way.

## Both limits for general parameters

Let $y=k_Fu$ be the electron–electron distance $u$ scaled by the local Fermi wavevector $k_F$. The model hole, in units of the density, is

$$J(y)=-\frac{A}{y^2\left(1+\frac{4A}{9}y^2\right)}+\left(\frac{A}{y^2}+B+Cy^2+Ey^4\right)e^{-Dy^2},$$

with $A,D>0$ and $B,C,E$ real. The claim is that $J(y)\to\frac{4A^2}{9}-AD+B$ as $y\to0^+$ and $y^4J(y)\to-\frac94$ as $y\to\infty$.

**Short distance.** Write $w=1+\frac{4A}{9}y^2$. Partial fractions give

$$\frac{A}{y^2w}=\frac{A}{y^2}-\frac{4A^2/9}{w},$$

because the right side over a common denominator has numerator $A\left(w-\frac{4A}{9}y^2\right)=A$. Hence, for $y\neq0$,

$$J(y)=A\,\frac{e^{-Dy^2}-1}{y^2}+\frac{4A^2/9}{w}+(B+Cy^2+Ey^4)e^{-Dy^2}.$$

With $t=y^2$, the first quotient is the difference quotient of $e^{-Dt}$ at $t=0$ and tends to $-D$. The other terms are continuous and tend to $\frac{4A^2}{9}+B$. The sum is the stated limit.

Replacing the Gaussian by 1 at small $y$ would give the wrong value $\frac{4A^2}{9}+B$. The neglected part $-Dy^2$ is multiplied by $A/y^2$ and contributes the finite amount $-AD$.

**Long distance.** From $Ay^2=\frac94(w-1)$,

$$y^4\,\frac{A}{y^2w}=\frac{Ay^2}{w}=\frac94-\frac{9}{4w}\to\frac94 .$$

The remaining part of $y^4J$ is $(Ay^2+By^4+Cy^6+Ey^8)e^{-Dy^2}$. With $t=Dy^2$, each power obeys $y^{2n}e^{-Dy^2}=D^{-n}t^ne^{-t}\to0$. So $y^4J(y)\to-\frac94$, and $A$ has dropped out.

For a spin-unpolarised density the exact exchange hole has on-top value $-\frac12$ in these units, which the model matches by its choice of $B$. The tail $-9/(4y^4)$ is that of the uniform gas with its oscillations averaged out. The HSE screened hybrid is built on the gradient-dependent form of this model hole, which carries the damping factor introduced below. The limits here concern the shape of the hole at fixed parameters, and leave aside its normalisation and the exchange energy.

## The hole and its damped version in Lean

```lean
import Mathlib

open Filter Topology

namespace ErnzerhofPerdewHole

noncomputable section
```

All parameters and the distance are real numbers. The definition carries no sign conditions; these enter as hypotheses of the theorems.

```lean
/-- The undamped Ernzerhof-Perdew model of the exchange hole as a function of the scaled
electron-electron distance `y`. -/
def epHole (A B C D E y : ℝ) : ℝ :=
  -(A / (y ^ 2 * (1 + 4 * A / 9 * y ^ 2)))
    + (A / y ^ 2 + B + C * y ^ 2 + E * y ^ 4) * Real.exp (-D * y ^ 2)
```

At finite reduced density gradient the model carries an additional Gaussian factor, whose exponent is called `κ` here. The coefficients $C$ and $E$ may then depend on the gradient as well, which is covered because they are arbitrary and the gradient is fixed while $y$ varies.

```lean
/-- The model hole multiplied by a Gaussian damping factor of exponent `κ`. -/
def dampedHole (A B C D E κ y : ℝ) : ℝ :=
  epHole A B C D E y * Real.exp (-κ * y ^ 2)
```

## Cancelling the inverse-square terms

The first theorem is the rearrangement of $J$ for $y\neq0$. The proof names the denominator `u` (the $w$ above), proves the partial-fraction identity as `key`, and leaves the regrouping to `ring`.

```lean
/-- At nonzero distance the two inverse-square terms of the hole combine into a
difference quotient of the Gaussian, plus a regular remainder. -/
theorem epHole_regular_form {A y : ℝ} (B C D E : ℝ) (hA : 0 < A) (hy : y ≠ 0) :
    epHole A B C D E y =
      A * ((Real.exp (-D * y ^ 2) - 1) / y ^ 2)
        + (4 * A ^ 2 / 9 / (1 + 4 * A / 9 * y ^ 2)
          + (B + C * y ^ 2 + E * y ^ 4) * Real.exp (-D * y ^ 2)) := by
  have hpos : 0 < 1 + 4 * A / 9 * y ^ 2 := by positivity
  unfold epHole
  obtain ⟨u, hu⟩ : ∃ u, u = 1 + 4 * A / 9 * y ^ 2 := ⟨_, rfl⟩
  rw [← hu] at hpos ⊢
  have hu0 : u ≠ 0 := hpos.ne'
  -- partial fractions
  have key : A / (y ^ 2 * u) = A / y ^ 2 - 4 * A ^ 2 / 9 / u := by
    field_simp
    rw [hu]
    ring
  rw [key]
  ring
```

The next theorem supplies the limit $-D$. It takes the derivative of $e^{-Dt}$ at $t=0$, reads it as a limit of slopes, and substitutes $t=y^2$. The substitution requires $y^2$ to approach zero without being zero, which is the content of `hq`.

```lean
/-- The difference quotient of the Gaussian in the squared distance tends to `-D`
at zero distance. -/
theorem gaussian_quotient_tendsto (D : ℝ) :
    Tendsto (fun y : ℝ => (Real.exp (-D * y ^ 2) - 1) / y ^ 2) (𝓝[>] 0) (𝓝 (-D)) := by
  have hd : HasDerivAt (fun t : ℝ => Real.exp (-D * t)) (-D) 0 := by
    have h := ((hasDerivAt_id (0 : ℝ)).const_mul (-D)).exp
    simpa using h
  have hs := hasDerivAt_iff_tendsto_slope_zero.mp hd
  have hq : Tendsto (fun y : ℝ => y ^ 2) (𝓝[>] 0) (𝓝[≠] 0) := by
    refine tendsto_nhdsWithin_iff.mpr
      ⟨((continuous_pow 2).tendsto' 0 0 (by simp)).mono_left nhdsWithin_le_nhds, ?_⟩
    filter_upwards [self_mem_nhdsWithin] with y hy
    exact pow_ne_zero 2 (Set.mem_Ioi.mp hy).ne'
  exact (hs.comp hq).congr fun y => by simp [div_eq_inv_mul]
```

The on-top limit adds the two contributions: `h2` combines the quotient with the continuous remainder, and the rearranged form is then exchanged for $J$ at positive $y$. The filter `𝓝[>] 0` means approach from positive distances. This matters because Lean sets division by zero to zero, so `epHole` evaluated at $y=0$ returns $B$, which differs from the on-top limit unless $D=\frac{4A}{9}$. The sign of $D$ plays no part here.

```lean
/-- As the distance tends to zero, the hole tends to `4A²/9 - AD + B`. -/
theorem epHole_onTop {A : ℝ} (B C D E : ℝ) (hA : 0 < A) :
    Tendsto (epHole A B C D E) (𝓝[>] 0) (𝓝 (4 * A ^ 2 / 9 - A * D + B)) := by
  have hne : ∀ y : ℝ, 1 + 4 * A / 9 * y ^ 2 ≠ 0 := fun y => by positivity
  -- the regular remainder is continuous
  have hc : Continuous (fun y : ℝ => 4 * A ^ 2 / 9 / (1 + 4 * A / 9 * y ^ 2)
      + (B + C * y ^ 2 + E * y ^ 4) * Real.exp (-D * y ^ 2)) :=
    Continuous.add (Continuous.div (by fun_prop) (by fun_prop) hne) (by fun_prop)
  have h1 := (hc.tendsto' 0 (4 * A ^ 2 / 9 + B) (by simp)).mono_left
    (nhdsWithin_le_nhds (s := Set.Ioi 0))
  have h2 := ((gaussian_quotient_tendsto D).const_mul A).add h1
  have hv : A * -D + (4 * A ^ 2 / 9 + B) = 4 * A ^ 2 / 9 - A * D + B := by ring
  rw [hv] at h2
  refine h2.congr' ?_
  filter_upwards [self_mem_nhdsWithin] with y hy
  exact (epHole_regular_form B C D E hA (Set.mem_Ioi.mp hy).ne').symm
```

## The tail from the rational term

The Gaussian estimate is stated for $(y^2)^n$ and follows from $t^ne^{-t}\to0$ with $t=Dy^2$. It needs $D>0$.

```lean
/-- Every even power of the distance times a decaying Gaussian vanishes at large distance. -/
theorem even_pow_mul_gaussian_tendsto {D : ℝ} (hD : 0 < D) (n : ℕ) :
    Tendsto (fun y : ℝ => (y ^ 2) ^ n * Real.exp (-D * y ^ 2)) atTop (𝓝 0) := by
  have hq : Tendsto (fun y : ℝ => D * y ^ 2) atTop atTop :=
    (tendsto_pow_atTop two_ne_zero).const_mul_atTop hD
  have h := ((Real.tendsto_pow_mul_exp_neg_atTop_nhds_zero n).comp hq).const_mul ((D ^ n)⁻¹)
  rw [mul_zero] at h
  refine h.congr fun y => ?_
  have hDn : D ^ n ≠ 0 := pow_ne_zero n hD.ne'
  simp only [Function.comp_apply]
  rw [mul_pow, neg_mul, mul_assoc, inv_mul_cancel_left₀ hDn]
```

The tail theorem uses this estimate for $n=1,2,3,4$, matching the terms with $A$, $B$, $C$ and $E$. The identity `k1` is the splitting $\frac94-\frac{9}{4w}$, and `k2` removes the division by $y^2$ in the Gaussian part. The final `linear_combination` assembles them into $y^4J(y)$ for positive $y$.

```lean
/-- At large distance the hole times `y⁴` tends to `-9/4`. -/
theorem epHole_tail {A D : ℝ} (B C E : ℝ) (hA : 0 < A) (hD : 0 < D) :
    Tendsto (fun y => y ^ 4 * epHole A B C D E y) atTop (𝓝 (-9 / 4)) := by
  have hden : Tendsto (fun y : ℝ => 1 + 4 * A / 9 * y ^ 2) atTop atTop :=
    tendsto_atTop_add_const_left atTop 1
      ((tendsto_pow_atTop two_ne_zero).const_mul_atTop (by positivity))
  have h0 := (tendsto_inv_atTop_zero.comp hden).const_mul (9 / 4 : ℝ)
  have g := even_pow_mul_gaussian_tendsto hD
  have h := (h0.const_add (-9 / 4 : ℝ)).add
    ((((g 1).const_mul A).add ((g 2).const_mul B)).add
      (((g 3).const_mul C).add ((g 4).const_mul E)))
  simp only [mul_zero, add_zero] at h
  refine h.congr' ?_
  filter_upwards [eventually_gt_atTop (0 : ℝ)] with y hy
  have hpos : 0 < 1 + 4 * A / 9 * y ^ 2 := by positivity
  simp only [Function.comp_apply]
  unfold epHole
  obtain ⟨u, hu⟩ : ∃ u, u = 1 + 4 * A / 9 * y ^ 2 := ⟨_, rfl⟩
  rw [← hu] at hpos ⊢
  have hu0 : u ≠ 0 := hpos.ne'
  have hy0 : y ≠ 0 := hy.ne'
  -- the rational term carries the whole tail
  have k1 : y ^ 4 * (A / (y ^ 2 * u)) = 9 / 4 - 9 / 4 * u⁻¹ := by
    field_simp
    rw [hu]
    ring
  have k2 : y ^ 4 * (A / y ^ 2) = A * y ^ 2 := by
    field_simp
  linear_combination k1 - Real.exp (-D * y ^ 2) * k2
```

The main theorem joins the two limits. Its hypotheses are $A>0$ and $D>0$ only; `atTop` stands for $y\to\infty$.

```lean
/-- For positive `A` and `D`, the undamped Ernzerhof-Perdew hole tends to `4A²/9 - AD + B` at zero
distance, and its product with `y⁴` tends to `-9/4` at large distance. -/
theorem epHole_limits {A D : ℝ} (B C E : ℝ) (hA : 0 < A) (hD : 0 < D) :
    Tendsto (epHole A B C D E) (𝓝[>] 0) (𝓝 (4 * A ^ 2 / 9 - A * D + B)) ∧
      Tendsto (fun y => y ^ 4 * epHole A B C D E y) atTop (𝓝 (-9 / 4)) :=
  ⟨epHole_onTop B C D E hA, epHole_tail B C E hA hD⟩
```

## Fixing $B$ by the on-top value

The on-top condition determines $B$ once $A$ and $D$ are given: $J\to-\frac12$ exactly when $B=AD-\frac{4A^2}{9}-\frac12$. In the forward direction, uniqueness of limits equates the two values; in the reverse direction, the value of $B$ is inserted into the limit already found.

```lean
/-- The hole tends to `-1/2` at zero distance exactly when `B = AD - 4A²/9 - 1/2`. -/
theorem epHole_onTop_half_iff {A : ℝ} (B C D E : ℝ) (hA : 0 < A) :
    Tendsto (epHole A B C D E) (𝓝[>] 0) (𝓝 (-1 / 2)) ↔
      B = A * D - 4 * A ^ 2 / 9 - 1 / 2 := by
  have h := epHole_onTop B C D E hA
  constructor
  · intro h'
    have e := tendsto_nhds_unique h h'
    linarith
  · intro hB
    have e : 4 * A ^ 2 / 9 - A * D + B = -1 / 2 := by rw [hB]; ring
    rwa [e] at h
```

## What Gaussian damping changes

Since $e^{-\kappa y^2}\to1$ as $y\to0$, the damped hole has the same on-top limit for every real $\kappa$.

```lean
/-- Gaussian damping of any exponent leaves the zero-distance limit of the hole unchanged. -/
theorem dampedHole_onTop {A : ℝ} (B C D E κ : ℝ) (hA : 0 < A) :
    Tendsto (dampedHole A B C D E κ) (𝓝[>] 0) (𝓝 (4 * A ^ 2 / 9 - A * D + B)) := by
  have hc : Continuous (fun y : ℝ => Real.exp (-κ * y ^ 2)) := by fun_prop
  have h1 := (hc.tendsto' 0 1 (by simp)).mono_left (nhdsWithin_le_nhds (s := Set.Ioi 0))
  have h := (epHole_onTop B C D E hA).mul h1
  rw [mul_one] at h
  exact h
```

At large distance a positive $\kappa$ multiplies the limit $-\frac94$ by a factor that tends to zero. The product $y^4J(y)e^{-\kappa y^2}$ therefore vanishes, and the $-9/(4y^4)$ tail is lost. The proof takes the Gaussian estimate with $n=0$.

```lean
/-- With a positive damping exponent, the hole times `y⁴` tends to zero at large distance. -/
theorem dampedHole_tail {A D κ : ℝ} (B C E : ℝ) (hA : 0 < A) (hD : 0 < D) (hκ : 0 < κ) :
    Tendsto (fun y => y ^ 4 * dampedHole A B C D E κ y) atTop (𝓝 0) := by
  have h := (epHole_tail B C E hA hD).mul (even_pow_mul_gaussian_tendsto hκ 0)
  rw [mul_zero] at h
  refine h.congr fun y => ?_
  unfold dampedHole
  ring

end

end ErnzerhofPerdewHole
```

```lean
#print axioms ErnzerhofPerdewHole.epHole_limits
#print axioms ErnzerhofPerdewHole.epHole_onTop_half_iff
#print axioms ErnzerhofPerdewHole.dampedHole_onTop
#print axioms ErnzerhofPerdewHole.dampedHole_tail
```

```
'ErnzerhofPerdewHole.epHole_limits' depends on axioms: [propext, Classical.choice, Quot.sound]
'ErnzerhofPerdewHole.epHole_onTop_half_iff' depends on axioms: [propext, Classical.choice, Quot.sound]
'ErnzerhofPerdewHole.dampedHole_onTop' depends on axioms: [propext, Classical.choice, Quot.sound]
'ErnzerhofPerdewHole.dampedHole_tail' depends on axioms: [propext, Classical.choice, Quot.sound]
```
